# With one fermionic mode empty, the remaining modes keep their canonical anticommutation relations

Take `n + 1` annihilation operators that satisfy the canonical anticommutation relations with their adjoints on a finite-dimensional complex Hilbert space. The states in which the first mode is empty form the kernel of `a 0`, and `CAR.rest_car` states that the other `n` annihilators, restricted to this kernel, satisfy the same relations there. No Hamiltonian enters, and the vectors need not be normalised. The attempt shows that the remaining creators also preserve the kernel, identifies the adjoint of each restricted annihilator with the restricted creator, and then takes the relations over from the full space.

As first written in Lean, the proof fails:

```lean
import Mathlib

open Module
open scoped Matrix

namespace RestCar

noncomputable section

variable {H : Type*} [NormedAddCommGroup H] [InnerProductSpace ℂ H] [FiniteDimensional ℂ H]
  {n : ℕ}

/-- The canonical anticommutation relations for `n` annihilation operators and their adjoints
on a finite-dimensional Hilbert space. -/
structure CAR (a : Fin n → Module.End ℂ H) : Prop where
  anti : ∀ i j, a i * a j + a j * a i = 0
  mixed : ∀ i j, a i * LinearMap.adjoint (a j) + LinearMap.adjoint (a j) * a i =
    if i = j then 1 else 0

/-- Moving an annihilator past a creator costs a sign, plus the original vector if the
modes agree. -/
theorem CAR.mixed_apply {a : Fin n → Module.End ℂ H} (h : CAR a) (i j : Fin n) (x : H) :
    a i (LinearMap.adjoint (a j) x) =
      (if i = j then x else 0) - LinearMap.adjoint (a j) (a i x) := by
  have := LinearMap.congr_fun (h.mixed i j) x
  rw [eq_sub_iff_add_eq]
  by_cases hij : i = j <;> simpa [hij] using this

/-- The action of the remaining modes on the states in which the first mode is empty. -/
def CAR.rest {a : Fin (n + 1) → Module.End ℂ H} (h : CAR a) (j : Fin n) :
    Module.End ℂ (LinearMap.ker (a 0)) :=
  (a j.succ).restrict fun x hx => by
    have h0 : a 0 x = 0 := hx
    simpa [h0] using LinearMap.congr_fun (h.anti 0 j.succ) x

/-- With the first mode empty, the remaining modes still satisfy the anticommutation
relations. -/
theorem CAR.rest_car {a : Fin (n + 1) → Module.End ℂ H} (h : CAR a) : CAR h.rest := by
  have inv : ∀ j : Fin n, ∀ x ∈ LinearMap.ker (a 0),
      LinearMap.adjoint (a j.succ) x ∈ LinearMap.ker (a 0) := fun j x hx => by
    rw [LinearMap.mem_ker, h.mixed_apply, if_neg (Fin.succ_ne_zero j).symm,
      LinearMap.mem_ker.1 hx, map_zero, sub_zero]
  have adj : ∀ j, LinearMap.adjoint (h.rest j) =
      (LinearMap.adjoint (a j.succ)).restrict (inv j) := fun j =>
    ((LinearMap.eq_adjoint_iff _ _).2 fun x y =>
      LinearMap.adjoint_inner_left (a j.succ) (y : H) (x : H)).symm
  refine ⟨fun i j => LinearMap.ext fun x =>
    Subtype.ext (LinearMap.congr_fun (h.anti i.succ j.succ) (x : H)), fun i j => ?_⟩
  rw [adj]
  refine LinearMap.ext fun x => Subtype.ext ?_
  have hx := LinearMap.congr_fun (h.mixed i.succ j.succ) (x : H)
  by_cases hij : i = j
  · rw [if_pos (congrArg Fin.succ hij)] at hx
    rw [if_pos hij]
    exact hx
  · rw [if_neg fun e => hij (Fin.succ_injective _ e)] at hx
    rw [if_neg hij]
    exact hx

end

end RestCar
```

Compiling this gives:

```
Main.lean:36:0: error: (deterministic) timeout at `whnf`, maximum number of heartbeats (200000) has been reached

Note: Use `set_option maxHeartbeats <num>` to set the limit.

Hint: Additional diagnostic information may be available using the `set_option diagnostics true` command.
```

What went wrong. The message says that Lean used up its 200000 heartbeats in `whnf`, the routine that unfolds definitions to expose the head of a term. It is placed at the start of `CAR.rest_car`, so it doesn't say which step was too costly.

What the diff replaces is a series of steps that leave the unfolding to Lean. `LinearMap.adjoint_inner_left` and the relations `h.anti` and `h.mixed` speak of the full space, but were supplied as proofs of statements about the kernel. To accept them, Lean had to see through the restrictions, the subspace's inner product and the operator sums and products by itself.

The repair spells these passages out. `val` records how a restricted annihilator acts, `Submodule.coe_inner` turns the subspace's inner product into that of `H`, and `adj` now gives the adjoint's action on each vector. `simp only` then carries both relations into `H` by named lemmas, where `hx` closes the first and `h.mixed_apply` with `sub_add_cancel` reduces the second to a case split on `i = j`. The heartbeat limit is unchanged.

Lean accepts the file once it reads:

```diff
@@ -41,20 +41,26 @@
     rw [LinearMap.mem_ker, h.mixed_apply, if_neg (Fin.succ_ne_zero j).symm,
       LinearMap.mem_ker.1 hx, map_zero, sub_zero]
-  have adj : ∀ j, LinearMap.adjoint (h.rest j) =
-      (LinearMap.adjoint (a j.succ)).restrict (inv j) := fun j =>
-    ((LinearMap.eq_adjoint_iff _ _).2 fun x y =>
-      LinearMap.adjoint_inner_left (a j.succ) (y : H) (x : H)).symm
-  refine ⟨fun i j => LinearMap.ext fun x =>
-    Subtype.ext (LinearMap.congr_fun (h.anti i.succ j.succ) (x : H)), fun i j => ?_⟩
-  rw [adj]
-  refine LinearMap.ext fun x => Subtype.ext ?_
-  have hx := LinearMap.congr_fun (h.mixed i.succ j.succ) (x : H)
-  by_cases hij : i = j
-  · rw [if_pos (congrArg Fin.succ hij)] at hx
-    rw [if_pos hij]
-    exact hx
-  · rw [if_neg fun e => hij (Fin.succ_injective _ e)] at hx
-    rw [if_neg hij]
-    exact hx
+  have val : ∀ j x, (h.rest j x : H) = a j.succ (x : H) := fun _ _ => rfl
+  -- the adjoint of the restriction is the restriction of the adjoint
+  have adj : ∀ j x, (LinearMap.adjoint (h.rest j) x : H) =
+      LinearMap.adjoint (a j.succ) (x : H) := fun j x => by
+    have e : (LinearMap.adjoint (a j.succ)).restrict (inv j) = LinearMap.adjoint (h.rest j) := by
+      rw [LinearMap.eq_adjoint_iff]
+      intro y z
+      rw [Submodule.coe_inner, Submodule.coe_inner, val, LinearMap.coe_restrict_apply,
+        LinearMap.adjoint_inner_left]
+    rw [← e, LinearMap.coe_restrict_apply]
+  constructor
+  · intro i j
+    refine LinearMap.ext fun x => Subtype.ext ?_
+    have hx := LinearMap.congr_fun (h.anti i.succ j.succ) (x : H)
+    simp only [LinearMap.add_apply, Module.End.mul_apply, LinearMap.zero_apply] at hx
+    simp only [LinearMap.add_apply, Module.End.mul_apply, LinearMap.zero_apply,
+      Submodule.coe_add, ZeroMemClass.coe_zero, val, hx]
+  · intro i j
+    refine LinearMap.ext fun x => Subtype.ext ?_
+    simp only [LinearMap.add_apply, Module.End.mul_apply, Submodule.coe_add, val, adj]
+    rw [h.mixed_apply, sub_add_cancel]
+    by_cases hij : i = j <;> simp [hij]
 
 end
```
